# Integrated structure factor and energy moments of the free Fermi gas

Consider a three-dimensional gas of non-interacting fermions at zero temperature, in units where the Fermi momentum kF, ħ and the mass m are all 1. A probe transfers momentum q > 0 and energy w > 0 to the gas. Write

slice(t) = max(0, 1 − t²)

for the squared radius of the disc cut from the Fermi sphere by the plane of longitudinal momentum t. "Longitudinal" means along the momentum transfer. The dynamic structure factor per particle is

S(q,w) = (3/(4q)) [slice(w/q − q/2) − slice(w/q + q/2)].

Its integral over w > 0 is

3q/4 − q³/16 for q ≤ 2, and 1 for q ≥ 2,

while its first and third energy moments, for every q > 0, are

∫ w S dw = q²/2 and ∫ w³ S dw = q⁶/8 + 3q⁴/10.

If an inelastic X-ray spectrum of non-interacting electrons is taken at fixed q and is proportional to S, its total weight and its first and third energy moments are these values times the constant of proportionality.

## From allowed transitions to the moments

**The formula for S.** A particle with longitudinal momentum k and squared transverse momentum s moves to longitudinal momentum k + q. Energy conservation requires

w = ((k + q)² − k²)/2 = qk + q²/2,

so k = w/q − q/2 and k + q = w/q + q/2. The initial state is occupied if s + k² ≤ 1, and the final state is empty if s + (k + q)² > 1. Since w > 0 means (k + q)² > k², the allowed values of s have total length slice(k) − slice(k + q). The transverse area element, integrated over angle, is π ds. The energy delta function contributes 1/q, and averaging over the Fermi sphere divides by 4π/3. Together these give the prefactor 3/(4q).

**Change of variable.** If w ≥ q + q²/2, both arguments of slice are at least 1 and S vanishes. For a continuous weight f, substitute t = w/q − q/2 in the first term and t = w/q + q/2 in the second. Each substitution gives dw = q dt, and therefore

∫ f(w) S dw = (3/4) [A − B],

A = ∫ from −q/2 to 1 of f(qt + q²/2) slice(t) dt,

B = ∫ from q/2 to 1 + q of f(qt − q²/2) slice(t) dt.

**Total weight.** Take f = 1. For q ≤ 2, the part of B beyond t = 1 vanishes, and the difference is

A − B = ∫ from −q/2 to q/2 of (1 − t²) dt = q − q³/12.

Multiplying by 3/4 gives 3q/4 − q³/16. For q ≥ 2, B is zero and A covers the whole sphere, so A = 4/3 and the result is 1. The shifted and unshifted Fermi spheres then no longer overlap in their interiors, and Pauli blocking has disappeared.

**Odd weights.** If f(−w) = −f(w), replacing t by −t in B gives

−B = ∫ from −(1 + q) to −q/2 of f(qt + q²/2) slice(t) dt.

This joins onto A at −q/2. The slices below −1 are empty, which leaves

∫ f(w) S dw = (3/4) ∫ from −1 to 1 of f(qt + q²/2)(1 − t²) dt.

The limits no longer depend on q, so there is no change of form at q = 2. For f(w) = w the term linear in t integrates to zero, and the result is (3/4)(q²/2)(4/3) = q²/2. For f(w) = w³ the even part of the weight is q⁶/8 + (3/2)q⁴t². Since ∫ t²(1 − t²) dt = 4/15 over the sphere, the third moment is q⁶/8 + 3q⁴/10.

**In a numerical spectrum.** S is piecewise polynomial in w, of degree at most two, with breakpoints at |q − q²/2| and q + q²/2. With panels ending at these points, Simpson's rule is exact for the total weight and the first moment, apart from rounding. A code that tabulates S can be tested against the values above.

## The Lean development

```lean
import Mathlib

open MeasureTheory Set

namespace FermiGasLoss

noncomputable section
```

The Fermi sphere enters through one real function of the longitudinal momentum.

```lean
/-- Squared radius of the disc cut from the unit Fermi sphere by the plane of longitudinal
momentum `t`; it is zero when the plane misses the sphere. -/
def slice (t : ℝ) : ℝ := max 0 (1 - t ^ 2)
```

`structureFactor` is the formula above for real arguments. At negative w the expression is odd in w, whereas the zero-temperature structure factor is zero there. All the moments are accordingly taken over `Ioi 0`, the energies w > 0.

```lean
/-- Dynamic structure factor per particle of the free Fermi gas at momentum transfer `q > 0` and
energy loss `w ≥ 0`, in units `kF = ħ = m = 1`. -/
def structureFactor (q w : ℝ) : ℝ :=
  3 / (4 * q) * (slice (w / q - q / 2) - slice (w / q + q / 2))
```

Continuity of the slice function supplies the integrability needed later.

```lean
/-- The slice function is continuous in the longitudinal momentum. -/
theorem slice_continuous : Continuous slice := by
  show Continuous (fun t : ℝ => max 0 (1 - t ^ 2))
  exact continuous_const.max (by fun_prop)
```

The next theorem connects the formula to the transitions. Its hypothesis `hk` is energy conservation, and `volume` is the length of the set of allowed s. The proof solves `hk` for the two slice positions, writes the set as an interval, and treats separately the planes that meet the sphere and those that miss it. The prefactor 3/(4q) appears in the statement as given; its origin in the delta function and the normalisation is the hand argument above.

```lean
/-- At the longitudinal momentum `k` fixed by energy conservation, the structure factor measures
the squared transverse momenta `s` whose initial state is occupied and final state is empty. -/
theorem structureFactor_eq_allowed_states {q w k : ℝ} (hq : 0 < q) (hw : 0 < w)
    (hk : ((k + q) ^ 2 - k ^ 2) / 2 = w) :
    structureFactor q w = 3 / (4 * q) *
      (volume {s : ℝ | 0 < s ∧ s + k ^ 2 ≤ 1 ∧ 1 < s + (k + q) ^ 2}).toReal := by
  have hwq : w / q = k + q / 2 := by
    rw [div_eq_iff hq.ne']
    linear_combination -hk
  have e1 : w / q - q / 2 = k := by rw [hwq]; ring
  have e2 : w / q + q / 2 = k + q := by rw [hwq]; ring
  -- the allowed values of `s` form an interval
  have hset : {s : ℝ | 0 < s ∧ s + k ^ 2 ≤ 1 ∧ 1 < s + (k + q) ^ 2}
      = Ioc (max 0 (1 - (k + q) ^ 2)) (1 - k ^ 2) := by
    ext s
    simp only [Set.mem_ofPred_eq, mem_Ioc, max_lt_iff]
    constructor
    · rintro ⟨a, b, c⟩
      exact ⟨⟨a, by linarith⟩, by linarith⟩
    · rintro ⟨⟨a, b⟩, c⟩
      exact ⟨a, by linarith, by linarith⟩
  rw [structureFactor, e1, e2, hset, Real.volume_Ioc, ENNReal.toReal_ofReal']
  congr 1
  unfold slice
  rcases le_total 0 (1 - k ^ 2) with h | h
  · have h' : max 0 (1 - (k + q) ^ 2) ≤ 1 - k ^ 2 := max_le h (by linarith)
    rw [max_eq_right h, max_eq_left (sub_nonneg.2 h')]
  · have h' : 1 - (k + q) ^ 2 ≤ 0 := by linarith
    rw [max_eq_left h, max_eq_left h', max_eq_right (by linarith : 1 - k ^ 2 - 0 ≤ 0)]
    ring
```

Above the particle-hole edge both slices are empty.

```lean
/-- The structure factor vanishes at and above the energy loss `q + q²/2`. -/
theorem structureFactor_above_edge {q w : ℝ} (hq : 0 < q) (hw : q + q ^ 2 / 2 ≤ w) :
    structureFactor q w = 0 := by
  have hx : 1 + q / 2 ≤ w / q := by
    rw [le_div_iff₀ hq]
    nlinarith
  have h1 : slice (w / q - q / 2) = 0 := max_eq_left (by nlinarith)
  have h2 : slice (w / q + q / 2) = 0 := max_eq_left (by nlinarith)
  rw [structureFactor, h1, h2, sub_zero, mul_zero]
```

Two lemmas handle the `max` under an integral. Where t² ≥ 1 the weighted integral is zero; between −1 and 1 the slice may be replaced by 1 − t².

```lean
/-- Planes that miss the interior of the Fermi sphere contribute nothing to a weighted
integral over slices. -/
theorem integral_outside (g : ℝ → ℝ) {a b : ℝ} (hab : a ≤ b)
    (h : ∀ t ∈ Icc a b, 1 ≤ t ^ 2) : ∫ t in a..b, g t * slice t = 0 := by
  have h0 : EqOn (fun t => g t * slice t) (fun _ => 0) (uIcc a b) := by
    intro t ht
    rw [uIcc_of_le hab] at ht
    have hs : slice t = 0 := max_eq_left (by linarith [h t ht])
    simp [hs]
  rw [intervalIntegral.integral_congr h0]
  simp

/-- Between the poles of the Fermi sphere, a weighted integral over slices is an integral
against `1 - t²`. -/
theorem integral_inside (g : ℝ → ℝ) {a b : ℝ} (hab : a ≤ b) (ha : -1 ≤ a) (hb : b ≤ 1) :
    ∫ t in a..b, g t * slice t = ∫ t in a..b, g t * (1 - t ^ 2) := by
  apply intervalIntegral.integral_congr
  intro t ht
  rw [uIcc_of_le hab] at ht
  have hs : slice t = 1 - t ^ 2 := max_eq_right (by nlinarith [ht.1, ht.2])
  simp only [hs]
```

The total weight and the two moments need only polynomial weights of degree at most three. `integral_cubic` evaluates the resulting integrals with an explicit antiderivative, whose derivative is checked term by term.

```lean
/-- Integral of a cubic weight against the slice profile `1 - t²`, in closed form. -/
theorem integral_cubic (p : ℝ → ℝ) (c₀ c₁ c₂ c₃ : ℝ)
    (hp : ∀ t, p t = c₀ + c₁ * t + c₂ * t ^ 2 + c₃ * t ^ 3) (a b : ℝ) :
    ∫ t in a..b, p t * (1 - t ^ 2) =
      c₀ * (b - a) + c₁ / 2 * (b ^ 2 - a ^ 2) + (c₂ - c₀) / 3 * (b ^ 3 - a ^ 3)
        + (c₃ - c₁) / 4 * (b ^ 4 - a ^ 4) - c₂ / 5 * (b ^ 5 - a ^ 5)
        - c₃ / 6 * (b ^ 6 - a ^ 6) := by
  simp only [hp]
  have hd : ∀ t ∈ uIcc a b, HasDerivAt (fun t : ℝ => c₀ * t ^ 1 + c₁ / 2 * t ^ 2
      + (c₂ - c₀) / 3 * t ^ 3 + (c₃ - c₁) / 4 * t ^ 4 + -c₂ / 5 * t ^ 5 + -c₃ / 6 * t ^ 6)
      ((c₀ + c₁ * t + c₂ * t ^ 2 + c₃ * t ^ 3) * (1 - t ^ 2)) t := by
    intro t _
    have m : ∀ (c : ℝ) (n : ℕ), HasDerivAt (fun t : ℝ => c * t ^ n) (c * (n * t ^ (n - 1))) t :=
      fun c n => (hasDerivAt_pow n t).const_mul c
    refine ((((((m c₀ 1).fun_add (m (c₁ / 2) 2)).fun_add (m ((c₂ - c₀) / 3) 3)).fun_add
      (m ((c₃ - c₁) / 4) 4)).fun_add (m (-c₂ / 5) 5)).fun_add (m (-c₃ / 6) 6)).congr_deriv ?_
    push_cast
    ring
  rw [intervalIntegral.integral_eq_sub_of_hasDerivAt hd
    (Continuous.intervalIntegrable (by fun_prop) a b)]
  ring
```

`weighted_integral` is the identity with A and B. In its proof, `h1` cuts the integral at the edge, `h2` rewrites the integrand in the shifted variables, and `key` performs the two substitutions. The functions `G` and `H` are the integrands of A and B.

```lean
/-- A weighted integral of the structure factor over positive energy loss is a difference of two
integrals over slices of the Fermi sphere. -/
theorem weighted_integral {q : ℝ} (hq : 0 < q) {f : ℝ → ℝ} (hf : Continuous f) :
    ∫ w in Ioi (0 : ℝ), f w * structureFactor q w =
      3 / 4 * ((∫ t in (-(q / 2))..1, f (q * t + q ^ 2 / 2) * slice t)
        - ∫ t in (q / 2)..(1 + q), f (q * t - q ^ 2 / 2) * slice t) := by
  -- cut the integral at the upper edge of the spectrum
  have h1 : ∫ w in Ioi (0 : ℝ), f w * structureFactor q w
      = ∫ w in (0 : ℝ)..(q + q ^ 2 / 2), f w * structureFactor q w := by
    rw [intervalIntegral.integral_of_le (by positivity)]
    apply MeasureTheory.setIntegral_eq_of_subset_of_forall_sdiff_eq_zero measurableSet_Ioi Ioc_subset_Ioi_self
    rintro w ⟨hw, hn⟩
    have hle : q + q ^ 2 / 2 ≤ w := by
      by_contra hc
      exact hn ⟨hw, (not_le.1 hc).le⟩
    rw [structureFactor_above_edge hq hle, mul_zero]
  obtain ⟨G, hG⟩ : ∃ G : ℝ → ℝ, G = fun t => f (q * t + q ^ 2 / 2) * slice t := ⟨_, rfl⟩
  obtain ⟨H, hH⟩ : ∃ H : ℝ → ℝ, H = fun t => f (q * t - q ^ 2 / 2) * slice t := ⟨_, rfl⟩
  have hGc : Continuous G := by
    rw [hG]
    exact (hf.comp (by fun_prop)).mul slice_continuous
  have hHc : Continuous H := by
    rw [hH]
    exact (hf.comp (by fun_prop)).mul slice_continuous
  have h2 : ∀ w, f w * structureFactor q w
      = 3 / (4 * q) * (G (w / q - q / 2) - H (w / q + q / 2)) := by
    intro w
    have hx : q * (w / q) = w := mul_div_cancel₀ w hq.ne'
    have x1 : q * (w / q - q / 2) + q ^ 2 / 2 = w := by linear_combination hx
    have x2 : q * (w / q + q / 2) - q ^ 2 / 2 = w := by linear_combination hx
    simp only [hG, hH, x1, x2, structureFactor]
    ring
  have i1 : Continuous fun w => G (w / q - q / 2) := hGc.comp (by fun_prop)
  have i2 : Continuous fun w => H (w / q + q / 2) := hHc.comp (by fun_prop)
  have b : (q + q ^ 2 / 2) / q = 1 + q / 2 := by
    rw [div_eq_iff hq.ne']
    ring
  have hqq : 3 / (4 * q) * q = 3 / 4 := by field_simp
  -- change variables to the longitudinal momentum
  have key : ∫ w in Ioi (0 : ℝ), f w * structureFactor q w
      = 3 / 4 * ((∫ t in (-(q / 2))..1, G t) - ∫ t in (q / 2)..(1 + q), H t) := by
    rw [h1]
    simp_rw [h2]
    rw [intervalIntegral.integral_const_mul, intervalIntegral.integral_sub
      (i1.intervalIntegrable _ _) (i2.intervalIntegrable _ _),
      intervalIntegral.integral_comp_div_sub G hq.ne' (q / 2),
      intervalIntegral.integral_comp_div_add H hq.ne' (q / 2), b, zero_div,
      show (0 : ℝ) - q / 2 = -(q / 2) by ring, show 1 + q / 2 - q / 2 = 1 by ring,
      show (0 : ℝ) + q / 2 = q / 2 by ring, show 1 + q / 2 + q / 2 = 1 + q by ring]
    simp only [smul_eq_mul]
    linear_combination ((∫ t in (-(q / 2))..1, G t) - ∫ t in (q / 2)..(1 + q), H t) * hqq
  rw [key, hG, hH]
```

For odd weights, `e0` and `e1` reflect B. Then `a1` joins the two ranges at −q/2, `a2` splits the result at −1, and `o` removes the empty part. The final `linear_combination` assembles these equalities.

```lean
/-- For an odd weight, the integral over positive energy loss equals an average over the whole
Fermi sphere of the weight at the single-particle energy transfer `q t + q²/2`. -/
theorem odd_moment {q : ℝ} (hq : 0 < q) {f : ℝ → ℝ} (hf : Continuous f)
    (hodd : ∀ w, f (-w) = -f w) :
    ∫ w in Ioi (0 : ℝ), f w * structureFactor q w =
      3 / 4 * ∫ t in (-1 : ℝ)..1, f (q * t + q ^ 2 / 2) * (1 - t ^ 2) := by
  have hc : Continuous fun t => f (q * t + q ^ 2 / 2) * slice t :=
    (hf.comp (by fun_prop)).mul slice_continuous
  have hi : ∀ a b, IntervalIntegrable (fun t => f (q * t + q ^ 2 / 2) * slice t) volume a b :=
    fun a b => hc.intervalIntegrable a b
  -- reflect the Pauli-blocking term
  have e0 := intervalIntegral.integral_comp_neg (a := q / 2) (b := 1 + q)
    (fun t => f (q * t + q ^ 2 / 2) * slice t)
  have e1 : ∫ t in (q / 2)..(1 + q), f (q * t - q ^ 2 / 2) * slice t
      = -∫ t in (q / 2)..(1 + q), f (q * -t + q ^ 2 / 2) * slice (-t) := by
    rw [← intervalIntegral.integral_neg]
    refine intervalIntegral.integral_congr (fun t _ => ?_)
    rw [show q * -t + q ^ 2 / 2 = -(q * t - q ^ 2 / 2) by ring, hodd,
      show slice (-t) = slice t by simp [slice]]
    ring
  have a1 := intervalIntegral.integral_add_adjacent_intervals
    (hi (-(1 + q)) (-(q / 2))) (hi (-(q / 2)) 1)
  have a2 := intervalIntegral.integral_add_adjacent_intervals (hi (-(1 + q)) (-1)) (hi (-1) 1)
  have o := integral_outside (fun t => f (q * t + q ^ 2 / 2)) (a := -(1 + q)) (b := -1)
    (by linarith) (fun t ht => by nlinarith [ht.2])
  have i := integral_inside (fun t => f (q * t + q ^ 2 / 2)) (a := -1) (b := 1)
    (by norm_num) le_rfl le_rfl
  rw [weighted_integral hq hf, e1, e0, ← i]
  linear_combination (3 / 4) * (a1 - a2 + o)
```

The main theorem has three parts: the total weight for q ≤ 2, the total weight for q ≥ 2, and the first moment. Both formulas for the total weight apply at q = 2, where they agree. The first two parts split the slice integrals at 1 or −1 as in the derivation, and the third uses `odd_moment` with f(w) = w.

The name of the theorem refers to the f-sum rule, which also holds for interacting particles when the interaction depends only on positions. What is established here is its value for the free gas, by direct integration.

```lean
/-- The integrated structure factor is `3q/4 - q³/16` for `q ≤ 2` and `1` for `q ≥ 2`, while its
first energy moment is `q²/2` for every `q > 0`. -/
theorem static_factor_and_f_sum_rule {q : ℝ} (hq : 0 < q) :
    (q ≤ 2 → ∫ w in Ioi (0 : ℝ), structureFactor q w = 3 * q / 4 - q ^ 3 / 16) ∧
    (2 ≤ q → ∫ w in Ioi (0 : ℝ), structureFactor q w = 1) ∧
    ∫ w in Ioi (0 : ℝ), w * structureFactor q w = q ^ 2 / 2 := by
  have hS : ∫ w in Ioi (0 : ℝ), structureFactor q w
      = ∫ w in Ioi (0 : ℝ), 1 * structureFactor q w := by simp only [one_mul]
  have h := weighted_integral hq (f := fun _ => 1) continuous_const
  have hi : ∀ a b, IntervalIntegrable (fun t => 1 * slice t) volume a b :=
    fun a b => (continuous_const.mul slice_continuous).intervalIntegrable a b
  have c := integral_cubic (fun _ => 1) 1 0 0 0 (fun t => by ring)
  refine ⟨fun h2 => ?_, fun h2 => ?_, ?_⟩
  · -- `q ≤ 2`: the subtracted integral is cut at `t = 1`
    have i1 := integral_inside (fun _ => 1) (a := -(q / 2)) (b := 1)
      (by linarith) (by linarith) le_rfl
    have i2 := integral_inside (fun _ => 1) (a := q / 2) (b := 1)
      (by linarith) (by linarith) le_rfl
    have o := integral_outside (fun _ => 1) (a := 1) (b := 1 + q)
      (by linarith) (fun t ht => by nlinarith [ht.1])
    have s := intervalIntegral.integral_add_adjacent_intervals (hi (q / 2) 1) (hi 1 (1 + q))
    rw [hS, h, ← s, i1, i2, o, c, c]
    ring
  · -- `q ≥ 2`: the sphere interiors are disjoint and the subtracted integral is zero
    have i1 := integral_inside (fun _ => 1) (a := -1) (b := 1) (by norm_num) le_rfl le_rfl
    have o1 := integral_outside (fun _ => 1) (a := -(q / 2)) (b := -1)
      (by linarith) (fun t ht => by nlinarith [ht.2])
    have o2 := integral_outside (fun _ => 1) (a := q / 2) (b := 1 + q)
      (by linarith) (fun t ht => by nlinarith [ht.1])
    have s := intervalIntegral.integral_add_adjacent_intervals (hi (-(q / 2)) (-1)) (hi (-1) 1)
    rw [hS, h, ← s, o1, o2, i1, c]
    norm_num
  · refine (odd_moment hq (f := fun w => w) continuous_id (fun _ => rfl)).trans ?_
    have m := integral_cubic (fun t => q * t + q ^ 2 / 2) (q ^ 2 / 2) q 0 0
      (fun t => by ring) (-1) 1
    rw [m]
    ring
```

The third moment follows the same route, with the cube of qt + q²/2 expanded into the coefficients that `integral_cubic` expects.

```lean
/-- The third energy moment of the structure factor is `q⁶/8 + 3q⁴/10` for every `q > 0`. -/
theorem third_moment {q : ℝ} (hq : 0 < q) :
    ∫ w in Ioi (0 : ℝ), w ^ 3 * structureFactor q w = q ^ 6 / 8 + 3 * q ^ 4 / 10 := by
  refine (odd_moment hq (f := fun w => w ^ 3) (by fun_prop) (fun w => by ring)).trans ?_
  have m := integral_cubic (fun t => (q * t + q ^ 2 / 2) ^ 3) (q ^ 6 / 8) (3 * q ^ 5 / 4)
    (3 * q ^ 4 / 2) (q ^ 3) (fun t => by ring) (-1) 1
  rw [m]
  ring

end

end FermiGasLoss
```

```lean
#print axioms FermiGasLoss.structureFactor_eq_allowed_states
#print axioms FermiGasLoss.static_factor_and_f_sum_rule
#print axioms FermiGasLoss.third_moment
```

```
'FermiGasLoss.structureFactor_eq_allowed_states' depends on axioms: [propext, Classical.choice, Quot.sound]
'FermiGasLoss.static_factor_and_f_sum_rule' depends on axioms: [propext, Classical.choice, Quot.sound]
'FermiGasLoss.third_moment' depends on axioms: [propext, Classical.choice, Quot.sound]
```
